# In a two-orbital ultrasoft model the ground energy can rise and fall as the density cutoff grows

When you converge the density cutoff of an ultrasoft calculation, you raise it step by step and watch how much the energy still changes. With the orbital basis held fixed, raising this cutoff changes the Hamiltonian, so the variational principle does not guarantee that the energy goes down. The theorems below show that it can rise as well as fall in a non-self-consistent model with two orbitals and a fixed overlap matrix.

## The model and its energy

In Lean 4 with Mathlib:

```lean
import Mathlib

open Matrix

namespace UltrasoftDensityCutoff

noncomputable section
```

This loads the Mathlib library and its matrix notation.

```lean
/-- Overlap matrix of an augmented orbital with overlap `s` and a plain orbital with overlap 1. -/
def overlap (s : ℝ) : Matrix (Fin 2) (Fin 2) ℝ := !![s, 0; 0, 1]
```

The overlap is $S=\mathrm{diag}(s,1)$. The augmentation charge gives the first orbital the overlap $s$; the second is plain. `Fin 2` is the index set $\{0,1\}$, so amplitudes are $x_0,x_1$.

```lean
/-- Hamiltonian with nonlocal strength `D` on the augmented orbital and coupling `t`. -/
def hamiltonian (t D : ℝ) : Matrix (Fin 2) (Fin 2) ℝ := !![D, t; t, 0]
```

The Hamiltonian is $H(D)=\begin{pmatrix}D&t\\t&0\end{pmatrix}$, with nonlocal strength $D$ on the augmented orbital and coupling $t$.

```lean
/-- The energy expectation value of `x`, normalised with the overlap matrix. -/
def rayleigh (s t D : ℝ) (x : Fin 2 → ℝ) : ℝ :=
  (x ⬝ᵥ hamiltonian t D *ᵥ x) / (x ⬝ᵥ overlap s *ᵥ x)
```

This is $\langle x,Hx\rangle/\langle x,Sx\rangle$; `⬝ᵥ` is the dot product and `*ᵥ` applies a matrix to a vector.

```lean
/-- The ground energy: the infimum of the expectation value over nonzero real vectors. -/
def groundEnergy (s t D : ℝ) : ℝ :=
  sInf {r | ∃ x : Fin 2 → ℝ, x ≠ 0 ∧ rayleigh s t D x = r}
```

The ground energy is the infimum of that quotient over nonzero real vectors. No formula for it is assumed.

```lean
/-- For `s > 0`, the lower root of the secular equation `s e² - D e - t² = 0`. -/
def lowerRoot (s t D : ℝ) : ℝ := (D - √(D ^ 2 + 4 * s * t ^ 2)) / (2 * s)
```

This names the candidate value, $e=\dfrac{D-\sqrt{D^2+4st^2}}{2s}$.

```lean
/-- The nonlocal strength summed over the first `n` Fourier terms of potential times
augmentation charge. -/
def truncatedStrength (V Q : ℕ → ℝ) (n : ℕ) : ℝ := ∑ G ∈ Finset.range n, V G * Q G
```

The strength at cutoff $n$ is $D_n=\sum_{G<n}V_GQ_G$. The terms are real and numbered $0,1,2,\dots$, standing in for reciprocal-lattice vectors. The potential $V$ is given and does not respond to the density. The cell volume, which multiplies such a sum, is absorbed into $Q_G$. The bare part of the strength and the orbitals' kinetic and local-potential energies, which would also enter the diagonal of $H$, are set to zero in this model.

```lean
/-- The ground energy computed with the first `n` Fourier terms of the augmentation charge. -/
def cutoffEnergy (s t : ℝ) (V Q : ℕ → ℝ) (n : ℕ) : ℝ :=
  groundEnergy s t (truncatedStrength V Q n)
```

The energy at cutoff $n$ is the ground energy at strength $D_n$. Only $D$ depends on the cutoff; $s$ and $t$ stay fixed.

## The minimum in closed form

```lean
/-- The expectation value written out in the two orbital amplitudes. -/
theorem rayleigh_eq (s t D : ℝ) (x : Fin 2 → ℝ) :
    rayleigh s t D x =
      (D * x 0 ^ 2 + 2 * t * x 0 * x 1) / (s * x 0 ^ 2 + x 1 ^ 2) := by
  have h1 : x ⬝ᵥ hamiltonian t D *ᵥ x = D * x 0 ^ 2 + 2 * t * x 0 * x 1 := by
    simp [hamiltonian, dotProduct, Matrix.mulVec, Fin.sum_univ_two]
    ring
  have h2 : x ⬝ᵥ overlap s *ᵥ x = s * x 0 ^ 2 + x 1 ^ 2 := by
    simp [overlap, dotProduct, Matrix.mulVec, Fin.sum_univ_two]
    ring
  rw [rayleigh, h1, h2]
```

Multiplying out gives
$$\frac{Dx_0^2+2t\,x_0x_1}{s\,x_0^2+x_1^2}.$$

```lean
/-- The lower root is negative and solves the secular equation. -/
theorem lowerRoot_secular {s t : ℝ} (hs : 0 < s) (ht : t ≠ 0) (D : ℝ) :
    lowerRoot s t D < 0 ∧
      s * lowerRoot s t D ^ 2 - D * lowerRoot s t D - t ^ 2 = 0 := by
  have hp : 0 < 4 * s * t ^ 2 := by positivity
  have hr : √(D ^ 2 + 4 * s * t ^ 2) ^ 2 = D ^ 2 + 4 * s * t ^ 2 :=
    Real.sq_sqrt (by positivity)
  have hlt : D < √(D ^ 2 + 4 * s * t ^ 2) := Real.lt_sqrt_of_sq_lt (by linarith)
  have he : 2 * s * lowerRoot s t D = D - √(D ^ 2 + 4 * s * t ^ 2) := by
    unfold lowerRoot
    exact mul_div_cancel₀ _ (by positivity)
  refine ⟨div_neg_of_neg_of_pos (by linarith) (by positivity), ?_⟩
  have h4 : 4 * s ≠ 0 := by positivity
  apply mul_left_cancel₀ h4
  linear_combination
    (2 * s * lowerRoot s t D + (D - √(D ^ 2 + 4 * s * t ^ 2)) - 2 * D) * he + hr
```

The hypotheses are $s>0$, which makes the overlap positive definite, and $t\neq0$, which couples the orbitals. Then the square root exceeds $D$, so $e<0$. Squaring $2se-D=-\sqrt{D^2+4st^2}$ and dividing by $4s$ gives the secular equation $se^2-De-t^2=0$. The tactic `linear_combination` checks such algebra from the stated multiples of known equations.

```lean
/-- The minimum of the expectation value over nonzero real vectors is
`(D - √(D² + 4 s t²)) / (2 s)`. -/
theorem isLeast_rayleigh {s t : ℝ} (hs : 0 < s) (ht : t ≠ 0) (D : ℝ) :
    IsLeast {r | ∃ x : Fin 2 → ℝ, x ≠ 0 ∧ rayleigh s t D x = r}
      ((D - √(D ^ 2 + 4 * s * t ^ 2)) / (2 * s)) := by
  change IsLeast _ (lowerRoot s t D)
  obtain ⟨hneg, hsec⟩ := lowerRoot_secular hs ht D
  constructor
  · -- the vector (e, t) attains the value e
    refine ⟨![lowerRoot s t D, t], fun h => ht (by simpa using congrFun h 1), ?_⟩
    refine (rayleigh_eq s t D _).trans ?_
    change (D * lowerRoot s t D ^ 2 + 2 * t * lowerRoot s t D * t) /
      (s * lowerRoot s t D ^ 2 + t ^ 2) = lowerRoot s t D
    have hd : s * lowerRoot s t D ^ 2 + t ^ 2 ≠ 0 := by positivity
    rw [div_eq_iff hd]
    linear_combination (-lowerRoot s t D) * hsec
  · rintro r ⟨x, hx, rfl⟩
    have hpos : 0 < s * x 0 ^ 2 + x 1 ^ 2 := by
      rcases eq_or_ne (x 0) 0 with h0 | h0
      · have h1 : x 1 ≠ 0 := fun h1 => hx (funext (Fin.forall_fin_two.2 ⟨h0, h1⟩))
        positivity
      · positivity
    rw [rayleigh_eq, le_div_iff₀ hpos]
    -- the secular equation turns the energy difference into a perfect square
    have key : (-lowerRoot s t D) * (D * x 0 ^ 2 + 2 * t * x 0 * x 1
        - lowerRoot s t D * (s * x 0 ^ 2 + x 1 ^ 2))
        = (t * x 0 - lowerRoot s t D * x 1) ^ 2 := by
      linear_combination (x 0 ^ 2) * hsec
    have hn := (mul_nonneg_iff_of_pos_left (neg_pos.2 hneg)).1
      (key.symm ▸ sq_nonneg (t * x 0 - lowerRoot s t D * x 1))
    linarith
```

`IsLeast` says two things: the value is attained, and nothing in the set lies below it.

For the first, take $x=(e,t)$, or $(e,t)/\sqrt{se^2+t^2}$ when normalised with $S$. The numerator is $De^2+2t^2e$, which the secular equation turns into $e(se^2+t^2)$, so the quotient is $e$.

For the second, the secular equation completes a square (`key`):
$$-e\left[Dx_0^2+2tx_0x_1-e(sx_0^2+x_1^2)\right]=(tx_0-ex_1)^2\ge0.$$
Since $-e>0$, the bracket is nonnegative, and the quotient is at least $e$.

```lean
/-- The ground energy equals the lower root of the secular equation. -/
theorem groundEnergy_eq {s t : ℝ} (hs : 0 < s) (ht : t ≠ 0) (D : ℝ) :
    groundEnergy s t D = lowerRoot s t D :=
  (isLeast_rayleigh hs ht D).csInf_eq
```

A least element is the infimum, so the ground energy is $e$.

## How the energy follows the strength

```lean
/-- Raising the nonlocal strength from `D₁` to `D₂` raises the ground energy, by less than
`(D₂ - D₁) / s`. -/
theorem groundEnergy_shift {s t : ℝ} (hs : 0 < s) (ht : t ≠ 0) {D₁ D₂ : ℝ} (h : D₁ < D₂) :
    groundEnergy s t D₁ < groundEnergy s t D₂ ∧
      groundEnergy s t D₂ - groundEnergy s t D₁ < (D₂ - D₁) / s := by
  rw [groundEnergy_eq hs ht, groundEnergy_eq hs ht]
  obtain ⟨n₁, h₁⟩ := lowerRoot_secular hs ht D₁
  obtain ⟨n₂, h₂⟩ := lowerRoot_secular hs ht D₂
  set a := lowerRoot s t D₁
  set b := lowerRoot s t D₂
  have hab : 0 < a * b := mul_pos_of_neg_of_neg n₁ n₂
  have ht2 : 0 < t ^ 2 := by positivity
  have hq : 0 < s * (a * b) + t ^ 2 := add_pos (mul_pos hs hab) ht2
  -- difference of the two secular equations
  have secant : (b - a) * (s * (a * b) + t ^ 2) = (D₂ - D₁) * (a * b) := by
    linear_combination a * h₂ - b * h₁
  have hup : 0 < b - a := by
    refine (mul_pos_iff_of_pos_right hq).1 ?_
    rw [secant]
    exact mul_pos (sub_pos.2 h) hab
  refine ⟨sub_pos.1 hup, ?_⟩
  rw [lt_div_iff₀ hs]
  have hgap : (a * b) * (D₂ - D₁ - (b - a) * s) = (b - a) * t ^ 2 := by
    linear_combination -secant
  have hfin : 0 < D₂ - D₁ - (b - a) * s := by
    refine (mul_pos_iff_of_pos_left hab).1 ?_
    rw [hgap]
    exact mul_pos hup ht2
  linarith
```

Let $e_1,e_2$ belong to $D_1<D_2$. Multiply the second secular equation by $e_1$, the first by $e_2$, and subtract (`secant`):
$$(e_2-e_1)(s\,e_1e_2+t^2)=(D_2-D_1)\,e_1e_2.$$
Both energies are negative, so $e_1e_2>0$ and $e_2>e_1$. Rearranging (`hgap`),
$$e_1e_2\left[D_2-D_1-s(e_2-e_1)\right]=t^2(e_2-e_1)>0,$$
hence $e_2-e_1<(D_2-D_1)/s$.

The coupling matters. For $s=1$, $t=0$ the quotient is $Dx_0^2/(x_0^2+x_1^2)$, whose minimum is $0$ at both $D=1$ and $D=2$: the strict increase fails.

## Raising the cutoff

```lean
/-- Adding one Fourier term of the augmentation charge lowers the ground energy exactly when
the product of potential and charge in that term is negative. -/
theorem cutoffEnergy_succ_lt_iff {s t : ℝ} (hs : 0 < s) (ht : t ≠ 0) (V Q : ℕ → ℝ) (n : ℕ) :
    cutoffEnergy s t V Q (n + 1) < cutoffEnergy s t V Q n ↔ V n * Q n < 0 := by
  have hm : StrictMono (groundEnergy s t) := fun _ _ h => (groundEnergy_shift hs ht h).1
  unfold cutoffEnergy
  rw [hm.lt_iff_lt, truncatedStrength, truncatedStrength, Finset.sum_range_succ]
  constructor <;> intro h <;> linarith
```

Going from $n$ to $n+1$ adds $V_nQ_n$ to the strength. As the energy is strictly increasing in $D$, it falls exactly when that term is negative.

```lean
/-- The ground energy never rises with the density cutoff exactly when no Fourier term of
potential times augmentation charge is positive. -/
theorem cutoffEnergy_antitone_iff {s t : ℝ} (hs : 0 < s) (ht : t ≠ 0) (V Q : ℕ → ℝ) :
    Antitone (cutoffEnergy s t V Q) ↔ ∀ n, V n * Q n ≤ 0 := by
  have hm : StrictMono (groundEnergy s t) := fun _ _ h => (groundEnergy_shift hs ht h).1
  have step : ∀ n, cutoffEnergy s t V Q (n + 1) ≤ cutoffEnergy s t V Q n ↔ V n * Q n ≤ 0 := by
    intro n
    unfold cutoffEnergy
    rw [hm.le_iff_le, truncatedStrength, truncatedStrength, Finset.sum_range_succ]
    constructor <;> intro h <;> linarith
  exact ⟨fun h n => (step n).1 (h (Nat.le_succ n)),
    fun h => antitone_nat_of_succ_le fun n => (step n).2 (h n)⟩
```

`Antitone` means non-increasing. On the natural numbers it is enough to compare neighbours, so the energy never rises with the cutoff exactly when every $V_nQ_n\le0$.

```lean
/-- For `s = 2`, `t = 1` and first Fourier terms 0, 1, -2, the successive ground energies are
`-√2/2`, `-1/2`, `-1`, and the energy is neither monotone nor antitone in the density cutoff. -/
theorem cutoffEnergy_not_monotone (V Q : ℕ → ℝ)
    (h0 : V 0 * Q 0 = 0) (h1 : V 1 * Q 1 = 1) (h2 : V 2 * Q 2 = -2) :
    cutoffEnergy 2 1 V Q 1 = -√2 / 2 ∧ cutoffEnergy 2 1 V Q 2 = -1 / 2 ∧
      cutoffEnergy 2 1 V Q 3 = -1 ∧
      ¬ Monotone (cutoffEnergy 2 1 V Q) ∧ ¬ Antitone (cutoffEnergy 2 1 V Q) := by
  have d1 : truncatedStrength V Q 1 = 0 := by
    simp only [truncatedStrength, Finset.sum_range_succ, Finset.sum_range_zero, h0]
    norm_num
  have d2 : truncatedStrength V Q 2 = 1 := by
    simp only [truncatedStrength, Finset.sum_range_succ, Finset.sum_range_zero, h0, h1]
    norm_num
  have d3 : truncatedStrength V Q 3 = -1 := by
    simp only [truncatedStrength, Finset.sum_range_succ, Finset.sum_range_zero, h0, h1, h2]
    norm_num
  have r8 : √((0 : ℝ) ^ 2 + 4 * 2 * 1 ^ 2) = 2 * √2 := by
    rw [show (0 : ℝ) ^ 2 + 4 * 2 * 1 ^ 2 = 2 ^ 2 * 2 by norm_num,
      Real.sqrt_mul (by positivity), Real.sqrt_sq (by norm_num)]
  have r9 : √((1 : ℝ) ^ 2 + 4 * 2 * 1 ^ 2) = 3 := by
    rw [show (1 : ℝ) ^ 2 + 4 * 2 * 1 ^ 2 = 3 ^ 2 by norm_num, Real.sqrt_sq (by norm_num)]
  have r9' : √((-1 : ℝ) ^ 2 + 4 * 2 * 1 ^ 2) = 3 := by
    rw [show (-1 : ℝ) ^ 2 + 4 * 2 * 1 ^ 2 = 3 ^ 2 by norm_num, Real.sqrt_sq (by norm_num)]
  have e1 : cutoffEnergy 2 1 V Q 1 = -√2 / 2 := by
    rw [cutoffEnergy, d1, groundEnergy_eq two_pos one_ne_zero, lowerRoot, r8]
    ring
  have e2 : cutoffEnergy 2 1 V Q 2 = -1 / 2 := by
    rw [cutoffEnergy, d2, groundEnergy_eq two_pos one_ne_zero, lowerRoot, r9]
    norm_num
  have e3 : cutoffEnergy 2 1 V Q 3 = -1 := by
    rw [cutoffEnergy, d3, groundEnergy_eq two_pos one_ne_zero, lowerRoot, r9']
    norm_num
  refine ⟨e1, e2, e3, fun h => ?_, fun h => ?_⟩
  · -- the third term lowers the energy
    have h23 := h (show 2 ≤ 3 by norm_num)
    rw [e2, e3] at h23
    norm_num at h23
  · -- the second term raises it
    have hterm := (cutoffEnergy_antitone_iff two_pos one_ne_zero V Q).1 h 1
    rw [h1] at hterm
    norm_num at hterm

end

end UltrasoftDensityCutoff
```

Here $s=2$, $t=1$, so $e=(D-\sqrt{D^2+8})/4$. The first three terms are $0,1,-2$; later ones are arbitrary.

| Cutoff $n$ | $D_n$ | Energy |
|---|---|---|
| 1 | $0$ | $-\sqrt2/2$ |
| 2 | $1$ | $-1/2$ |
| 3 | $-1$ | $-1$ |

The proof evaluates the square roots $2\sqrt2$, $3$ and $3$. The drop from $n=2$ to $n=3$ rules out `Monotone` (non-decreasing), and the positive term $V_1Q_1=1$ rules out `Antitone`.

```lean
#print axioms UltrasoftDensityCutoff.cutoffEnergy_succ_lt_iff
#print axioms UltrasoftDensityCutoff.cutoffEnergy_not_monotone
```

```
'UltrasoftDensityCutoff.cutoffEnergy_succ_lt_iff' depends on axioms: [propext, Classical.choice, Quot.sound]
'UltrasoftDensityCutoff.cutoffEnergy_not_monotone' depends on axioms: [propext, Classical.choice, Quot.sound]
```
